# An orbital evolved by the exponential of a bounded operator obeys the linear evolution equation

Let `k` be a bounded linear operator on a complex Banach space `V`, and let an orbital `v` evolve as exp(t`k`)`v`, with t a complex parameter. The declaration states that the derivative of this orbital at any t is `k` applied to the orbital at that t. Nothing requires `k` to be anti-Hermitian or `v` to be normalised, and `V` need not carry an inner product, so the evolution need not be unitary. The attempt first differentiates the operator exponential itself, using a Mathlib lemma, and then applies the result to the constant vector `v`.

In Lean, a first try:

```lean
import Mathlib

open Function Finset

namespace ThoulessOrbitalRotation

noncomputable section

variable {V W : Type*} [NormedAddCommGroup V] [NormedSpace ℂ V] [CompleteSpace V]
  [NormedAddCommGroup W] [NormedSpace ℂ W] {N : ℕ}

/-- The orbital `exp(t k) v` obeys the linear evolution equation generated by `k`. -/
theorem hasDerivAt_exp_apply (k : V →L[ℂ] V) (v : V) (t : ℂ) :
    HasDerivAt (fun s : ℂ => NormedSpace.exp (s • k) v)
      (k (NormedSpace.exp (t • k) v)) t := by
  have h1 : HasDerivAt (fun s : ℂ => NormedSpace.exp (s • k))
      (k * NormedSpace.exp (t • k)) t := by
    apply hasDerivAt_exp_smul_const'
  exact (h1.clm_apply (hasDerivAt_const t v)).congr_deriv (by simp)

end

end ThoulessOrbitalRotation
```

Compiling this gives:

```
Main.lean:18:4: error: Tactic `apply` failed: could not unify the conclusion of `@hasDerivAt_exp_smul_const'`
  @HasDerivAt ?𝕂 DenselyNormedField.toNontriviallyNormedField ?𝔸 NormedRing.toRing.toAddCommGroup
    (NormedAlgebra.toNormedSpace ?𝔸).toModule PseudoMetricSpace.toUniformSpace.toTopologicalSpace ⋯
    (fun u => NormedSpace.exp (u • ?x)) (?x * NormedSpace.exp (?t • ?x)) ?t
with the goal
  @HasDerivAt ℂ DenselyNormedField.toNontriviallyNormedField (V →L[ℂ] V) ContinuousLinearMap.addCommGroup
    ContinuousLinearMap.module ContinuousLinearMap.topologicalSpace ⋯ (fun s => NormedSpace.exp (s • k))
    (k * NormedSpace.exp (t • k)) t

Note: The full type of `@hasDerivAt_exp_smul_const'` is
  ∀ {𝕂 : Type ?u.55} {𝔸 : Type ?u.54} [inst : RCLike 𝕂] [inst_1 : NormedRing 𝔸] [inst_2 : NormedAlgebra 𝕂 𝔸]
    [CompleteSpace 𝔸] (x : 𝔸) (t : 𝕂), HasDerivAt (fun u => NormedSpace.exp (u • x)) (x * NormedSpace.exp (t • x)) t

V : Type u_1
inst✝² : NormedAddCommGroup V
inst✝¹ : NormedSpace ℂ V
inst✝ : CompleteSpace V
k : V →L[ℂ] V
v : V
t : ℂ
⊢ HasDerivAt (fun s => NormedSpace.exp (s • k)) (k * NormedSpace.exp (t • k)) t
```

Diagnosis. The lemma `hasDerivAt_exp_smul_const'` is the right one, and its formula has the same shape as the goal. The error concerns the structures beneath the formula. The lemma speaks of a general normed ring `?𝔸` and takes its addition, scalar action and topology from that ring structure. The goal takes them from instances specific to continuous linear maps, such as `ContinuousLinearMap.addCommGroup`. In the failed match the lemma's side still contains unknowns, and Lean could not unify the two descriptions.

The repair names the scalars as `ℂ` and the algebra as `V →L[ℂ] V`, and supplies `k` and `t`. Because `h0` is stated by itself, with no goal to match, Lean finds the normed-ring structure on the operators first. `exact h0` then compares two fully specified statements, which Lean accepts as equal by definition. The mathematics and the final step are unchanged.

Fix (accepted with no message):

```diff
@@ -16,5 +16,6 @@
   have h1 : HasDerivAt (fun s : ℂ => NormedSpace.exp (s • k))
       (k * NormedSpace.exp (t • k)) t := by
-    apply hasDerivAt_exp_smul_const'
+    have h0 := hasDerivAt_exp_smul_const' (𝕂 := ℂ) (𝔸 := V →L[ℂ] V) k t
+    exact h0
   exact (h1.clm_apply (hasDerivAt_const t v)).congr_deriv (by simp)
 
```
